# The squared sum of absolute levels of a traceless Hermitian matrix is at least 2 tr(H²), with equality exactly at rank two or less

## Levels around a common zero

Take a Hückel network: identical sites joined by $m$ bonds, each with the same resonance integral $\beta$. If energies are measured from the Coulomb integral, the Hamiltonian has zeros on its diagonal, so its levels $e_i$ sum to zero. The sum of their squares is also known without diagonalisation, since it follows from the number of bonds. What do these two facts say about $\sum_i |e_i|$?

That quantity is an energy. Put two non-interacting electrons in every negative level and none elsewhere. Because the levels sum to zero, the negative ones add up to $-\tfrac12\sum_i|e_i|$, and the total energy is $-\sum_i|e_i|$. No other filling of this one-electron model, with any number of electrons, lies lower. A lower bound on $\sum_i|e_i|$ therefore guarantees a minimum stabilisation at the best filling.

## The bound and its equality case

Let $H$ be a finite complex Hermitian matrix with $\operatorname{tr}H=0$ and eigenvalues $e_i$, counted with multiplicity. Then

$$2\operatorname{tr}(H^2)\le\Big(\sum_i|e_i|\Big)^2 .$$

Equality holds exactly when at most one $e_i$ is positive and at most one is negative, or equivalently when $\operatorname{rank}H\le2$. For the Hückel network the bound becomes $4\beta^2m\le(\sum_i|e_i|)^2$.

In the Lean file, `H : Matrix n n ℂ` has its rows and columns labelled by a finite type `n`, which may be empty. The hypothesis `hH : H.IsHermitian` gives access to the real levels `hH.eigenvalues i`. There are as many levels as sites, and they share the labels `n`, but level `i` does not belong to site `i`. The sum of absolute levels is `absEnergy hH`. The second moment is written `(H * H).trace.re`; taking the real part loses nothing, because this trace is real for Hermitian $H$.

Tracelessness is the hypothesis `h0 : H.trace = 0`. Physically it fixes the zero of energy at the mean level. In the general theorem it is assumed; for the Hückel matrix it is derived.

The definition `huckel G β` multiplies the adjacency matrix of a simple graph by a real `β` of either sign. This means equal site energies, one bond strength and an orthonormal site basis. A network with heteroatoms is not of this form, although the general theorem applies to its Hermitian matrix once the mean site energy has been subtracted.

## Nonnegative numbers first

Let $p_i\ge0$ and $S=\sum_i p_i$. Then

$$S^2-\sum_i p_i^2=\sum_i p_i(S-p_i).$$

Each term on the right is nonnegative, since no $p_i$ exceeds the total. Hence $\sum_i p_i^2\le S^2$.

Equality requires every term to vanish, so each positive $p_i$ must equal $S$. Two positive numbers $p_i$ and $p_j$ would give $S\ge p_i+p_j>p_i$, a contradiction. Conversely, if only one number is positive, it equals $S$ and every term vanishes; if none is, all terms are zero anyway.

## Splitting the levels by sign

Write $p_i=\max(e_i,0)$ and $q_i=\max(-e_i,0)$, with totals $P$ and $Q$. For each level,

$$e_i=p_i-q_i,\qquad |e_i|=p_i+q_i,\qquad e_i^2=p_i^2+q_i^2,$$

the last because $p_iq_i=0$. Since the levels sum to zero, $P=Q$. Therefore $(\sum_i|e_i|)^2=(P+Q)^2=4P^2=2P^2+2Q^2$, and

$$\Big(\sum_i|e_i|\Big)^2-2\sum_i e_i^2
=2\Big[\Big(P^2-\sum_i p_i^2\Big)+\Big(Q^2-\sum_i q_i^2\Big)\Big].$$

Both brackets are nonnegative. Their sum vanishes only if each does, that is, if at most one level is positive and at most one is negative.

To bring in the matrix, diagonalise $H=UDU^\dagger$. Then $H^2=UD^2U^\dagger$, and cyclicity of the trace gives $\operatorname{tr}(H^2)=\operatorname{tr}(D^2)=\sum_i e_i^2$.

## Rank, and the count of bonds

The rank of $H$ is the number of nonzero levels, $N_++N_-$, where $N_\pm$ count the positive and negative ones. Levels that sum to zero cannot all be nonnegative unless they all vanish, and likewise for nonpositive ones, so $N_+=0$ exactly when $N_-=0$. Under this condition, $N_++N_-\le2$ means the same as $N_+\le1$ and $N_-\le1$. Equality thus occurs for $H=0$ or for a single pair $\pm\varepsilon$ with all other levels at zero.

For $H=\beta A$, with $A$ the adjacency matrix, the diagonal entry $(A^2)_{ii}$ is the number of neighbours of site $i$. Summing over sites counts every bond twice, so $\operatorname{tr}(H^2)=2\beta^2m$, which gives the Hückel bound. Two sites with one bond have levels $\pm\beta$ and attain it: both sides are $4\beta^2$.

## Degenerate levels count separately

The equality condition goes wrong if it is read as a statement about distinct energies. A triangle of sites has levels $2\beta,-\beta,-\beta$. There is one distinct energy of each sign, yet $(\sum_i|e_i|)^2=16\beta^2$ while $2\operatorname{tr}(H^2)=12\beta^2$, so for $\beta\ne0$ the inequality is strict. The file avoids this by filtering the labels `i` and not the set of eigenvalues: a doubly degenerate level contributes two labels to the count.

## The Lean file

```lean
import Mathlib

open Matrix

namespace TracelessEnergyBound

noncomputable section

variable {n : Type*} [Fintype n] [DecidableEq n]

/-- The sum of the absolute values of the eigenvalues of a Hermitian matrix,
counted with multiplicity. -/
def absEnergy {H : Matrix n n ℂ} (hH : H.IsHermitian) : ℝ :=
  ∑ i, |hH.eigenvalues i|

/-- The Hückel Hamiltonian of a network of sites with resonance integral `β` on each bond,
energies being measured from the Coulomb integral. -/
def huckel (G : SimpleGraph n) [DecidableRel G.Adj] (β : ℝ) : Matrix n n ℂ :=
  (β : ℂ) • G.adjMatrix ℂ

omit [DecidableEq n] in
/-- The square of a sum minus the sum of squares equals the sum, over all terms, of the product of
each term with the sum of all the others. -/
theorem sq_sum_sub_sum_sq (p : n → ℝ) :
    (∑ i, p i) ^ 2 - ∑ i, p i ^ 2 = ∑ i, p i * (∑ j, p j - p i) := by
  simp only [mul_sub, Finset.sum_sub_distrib, ← Finset.sum_mul, pow_two]

/-- For nonnegative numbers the sum of squares is at most the square of the sum, with equality
exactly when at most one of them is positive. -/
theorem sum_sq_le_sq_sum_and_eq_iff (p : n → ℝ) (hp : ∀ i, 0 ≤ p i) :
    ∑ i, p i ^ 2 ≤ (∑ i, p i) ^ 2 ∧
    (∑ i, p i ^ 2 = (∑ i, p i) ^ 2 ↔ (Finset.univ.filter fun i => 0 < p i).card ≤ 1) := by
  have hid := sq_sum_sub_sum_sq p
  have hle : ∀ i, p i ≤ ∑ j, p j := fun i =>
    Finset.single_le_sum (fun j _ => hp j) (Finset.mem_univ i)
  have hterm : ∀ i ∈ Finset.univ, 0 ≤ p i * (∑ j, p j - p i) := fun i _ =>
    mul_nonneg (hp i) (sub_nonneg.2 (hle i))
  refine ⟨by linarith [Finset.sum_nonneg hterm], ?_, ?_⟩
  · intro h
    have hz : ∑ i, p i * (∑ j, p j - p i) = 0 := by linarith
    rw [Finset.sum_eq_zero_iff_of_nonneg hterm] at hz
    rw [Finset.card_le_one]
    intro i hi j hj
    by_contra hij
    simp only [Finset.mem_filter, Finset.mem_univ, true_and] at hi hj
    -- two positive terms cannot each exhaust the whole sum
    have h2 : p i + p j ≤ ∑ k, p k := by
      have h3 := Finset.sum_pair (f := p) hij
      rw [← h3]
      exact Finset.sum_le_sum_of_subset_of_nonneg (Finset.subset_univ _) (fun k _ _ => hp k)
    rcases mul_eq_zero.1 (hz i (Finset.mem_univ i)) with h | h <;> linarith
  · intro h
    have hz : ∑ i, p i * (∑ j, p j - p i) = 0 := by
      refine Finset.sum_eq_zero fun i _ => ?_
      rcases (hp i).eq_or_lt with h0 | h0
      · rw [← h0, zero_mul]
      · have hs : ∑ j, p j = p i := by
          refine Finset.sum_eq_single i (fun j _ hj => ?_) (by simp)
          by_contra hne
          have hpos : 0 < p j := lt_of_le_of_ne (hp j) (Ne.symm hne)
          exact hj (Finset.card_le_one.1 h j (by simp [hpos]) i (by simp [h0]))
        rw [hs, sub_self, mul_zero]
    linarith

omit [DecidableEq n] in
/-- For levels that sum to zero, the gap in the energy bound is twice the sum of the excesses
of the positive parts and of the negative parts. -/
theorem gap_identity (e : n → ℝ) (h0 : ∑ i, e i = 0) :
    (∑ i, |e i|) ^ 2 - 2 * ∑ i, e i ^ 2 =
      2 * (((∑ i, max (e i) 0) ^ 2 - ∑ i, max (e i) 0 ^ 2) +
        ((∑ i, max (-e i) 0) ^ 2 - ∑ i, max (-e i) 0 ^ 2)) := by
  have h1 : ∑ i, |e i| = ∑ i, max (e i) 0 + ∑ i, max (-e i) 0 := by
    rw [← Finset.sum_add_distrib]
    refine Finset.sum_congr rfl fun i _ => ?_
    rcases le_total 0 (e i) with h | h
    · rw [abs_of_nonneg h, max_eq_left h, max_eq_right (neg_nonpos.2 h)]; ring
    · rw [abs_of_nonpos h, max_eq_right h, max_eq_left (neg_nonneg.2 h)]; ring
  have h2 : ∑ i, e i = ∑ i, max (e i) 0 - ∑ i, max (-e i) 0 := by
    rw [← Finset.sum_sub_distrib]
    refine Finset.sum_congr rfl fun i _ => ?_
    rcases le_total 0 (e i) with h | h
    · rw [max_eq_left h, max_eq_right (neg_nonpos.2 h)]; ring
    · rw [max_eq_right h, max_eq_left (neg_nonneg.2 h)]; ring
  have h3 : ∑ i, e i ^ 2 = ∑ i, max (e i) 0 ^ 2 + ∑ i, max (-e i) 0 ^ 2 := by
    rw [← Finset.sum_add_distrib]
    refine Finset.sum_congr rfl fun i _ => ?_
    rcases le_total 0 (e i) with h | h
    · rw [max_eq_left h, max_eq_right (neg_nonpos.2 h)]; ring
    · rw [max_eq_right h, max_eq_left (neg_nonneg.2 h)]; ring
  -- the positive and negative parts carry the same total weight
  have hPQ : ∑ i, max (e i) 0 = ∑ i, max (-e i) 0 := by linarith
  rw [h1, h3, hPQ]
  ring

/-- The second moment `tr(H²)` is the sum of the squared eigenvalues. -/
theorem trace_sq_eq {H : Matrix n n ℂ} (hH : H.IsHermitian) :
    (H * H).trace.re = ∑ i, hH.eigenvalues i ^ 2 := by
  obtain ⟨U, hU, h⟩ : ∃ U : Matrix n n ℂ, star U * U = 1 ∧
      H = U * diagonal (fun i => (hH.eigenvalues i : ℂ)) * star U := by
    refine ⟨hH.eigenvectorUnitary, mem_unitaryGroup_iff'.1 hH.eigenvectorUnitary.2, ?_⟩
    exact hH.spectral_theorem
  generalize hH.eigenvalues = e at h ⊢
  have hsq : H * H = U * (diagonal (fun i => (e i : ℂ)) * diagonal (fun i => (e i : ℂ)))
      * star U := by
    rw [h]
    generalize diagonal (fun i => (e i : ℂ)) = D
    calc U * D * star U * (U * D * star U) = U * D * (star U * U) * D * star U := by
          noncomm_ring
      _ = U * (D * D) * star U := by rw [hU]; noncomm_ring
  rw [hsq, trace_mul_cycle, hU, one_mul, diagonal_mul_diagonal, trace_diagonal, Complex.re_sum]
  refine Finset.sum_congr rfl fun i _ => ?_
  rw [← Complex.ofReal_mul, Complex.ofReal_re, pow_two]

/-- The eigenvalues of a traceless Hermitian matrix sum to zero. -/
theorem sum_eigenvalues_eq_zero {H : Matrix n n ℂ} (hH : H.IsHermitian) (h0 : H.trace = 0) :
    ∑ i, hH.eigenvalues i = 0 := by
  have h : (0 : ℂ) = ∑ i, ((hH.eigenvalues i : ℝ) : ℂ) := by
    rw [← h0]
    exact hH.trace_eq_sum_eigenvalues
  exact_mod_cast h.symm

/-- For a traceless Hermitian matrix the squared sum of absolute eigenvalues is at least
`2 tr(H²)`, with equality exactly when at most one eigenvalue is positive and at most one is
negative, counted with multiplicity. -/
theorem two_trace_sq_le_absEnergy_sq {H : Matrix n n ℂ} (hH : H.IsHermitian)
    (h0 : H.trace = 0) :
    2 * (H * H).trace.re ≤ absEnergy hH ^ 2 ∧
    (2 * (H * H).trace.re = absEnergy hH ^ 2 ↔
      (Finset.univ.filter fun i => 0 < hH.eigenvalues i).card ≤ 1 ∧
      (Finset.univ.filter fun i => hH.eigenvalues i < 0).card ≤ 1) := by
  have hgap := gap_identity hH.eigenvalues (sum_eigenvalues_eq_zero hH h0)
  obtain ⟨hp, hp'⟩ := sum_sq_le_sq_sum_and_eq_iff (fun i => max (hH.eigenvalues i) 0)
    (fun i => le_max_right _ _)
  obtain ⟨hq, hq'⟩ := sum_sq_le_sq_sum_and_eq_iff (fun i => max (-hH.eigenvalues i) 0)
    (fun i => le_max_right _ _)
  have fp : (Finset.univ.filter fun i => 0 < max (hH.eigenvalues i) 0) =
      Finset.univ.filter fun i => 0 < hH.eigenvalues i :=
    Finset.filter_congr fun i _ => by simp
  have fq : (Finset.univ.filter fun i => 0 < max (-hH.eigenvalues i) 0) =
      Finset.univ.filter fun i => hH.eigenvalues i < 0 :=
    Finset.filter_congr fun i _ => by simp
  rw [fp] at hp'
  rw [fq] at hq'
  rw [trace_sq_eq hH, ← hp', ← hq']
  unfold absEnergy
  -- both excesses are nonnegative, so the gap closes only if each vanishes
  refine ⟨by linarith, fun h => ⟨by linarith, by linarith⟩, fun h => ?_⟩
  linarith [h.1, h.2]

/-- For a traceless Hermitian matrix the energy bound is an equality exactly when the matrix
has rank at most two. -/
theorem eq_iff_rank_le_two {H : Matrix n n ℂ} (hH : H.IsHermitian) (h0 : H.trace = 0) :
    2 * (H * H).trace.re = absEnergy hH ^ 2 ↔ H.rank ≤ 2 := by
  rw [(two_trace_sq_le_absEnergy_sq hH h0).2, hH.rank_eq_card_non_zero_eigs,
    Fintype.card_subtype]
  have hs := sum_eigenvalues_eq_zero hH h0
  generalize hH.eigenvalues = e at hs ⊢
  have hc : (Finset.univ.filter fun i => e i ≠ 0).card =
      (Finset.univ.filter fun i => 0 < e i).card +
      (Finset.univ.filter fun i => e i < 0).card := by
    simp only [Finset.card_filter]
    rw [← Finset.sum_add_distrib]
    refine Finset.sum_congr rfl fun i _ => ?_
    rcases lt_trichotomy (e i) 0 with h | h | h
    · simp [h, h.ne, not_lt.2 h.le]
    · simp [h]
    · simp [h, h.ne', not_lt.2 h.le]
  -- levels of one sign only cannot sum to zero
  have hn : (Finset.univ.filter fun i => e i < 0).card = 0 →
      (Finset.univ.filter fun i => 0 < e i).card = 0 := by
    intro h
    rw [Finset.card_eq_zero, Finset.filter_eq_empty_iff] at h ⊢
    have hz := (Finset.sum_eq_zero_iff_of_nonneg (fun i hi => not_lt.1 (h hi))).1 hs
    intro i hi
    rw [hz i hi]
    exact lt_irrefl (0 : ℝ)
  have hp : (Finset.univ.filter fun i => 0 < e i).card = 0 →
      (Finset.univ.filter fun i => e i < 0).card = 0 := by
    intro h
    rw [Finset.card_eq_zero, Finset.filter_eq_empty_iff] at h ⊢
    have hz := (Finset.sum_eq_zero_iff_of_nonpos (fun i hi => not_lt.1 (h hi))).1 hs
    intro i hi
    rw [hz i hi]
    exact lt_irrefl (0 : ℝ)
  rw [hc]
  omega

omit [Fintype n] [DecidableEq n] in
/-- The Hückel Hamiltonian is Hermitian. -/
theorem huckel_isHermitian (G : SimpleGraph n) [DecidableRel G.Adj] (β : ℝ) :
    (huckel G β).IsHermitian := by
  ext i j
  by_cases h : G.Adj i j
  · have h' := h.symm
    simp [huckel, SimpleGraph.adjMatrix_apply, h, h']
  · have h' : ¬ G.Adj j i := fun k => h k.symm
    simp [huckel, SimpleGraph.adjMatrix_apply, h, h']

/-- For a Hückel network with `m` bonds of strength `β`, the squared sum of absolute orbital
energies is at least `4 β² m`. -/
theorem huckel_energy_bound (G : SimpleGraph n) [DecidableRel G.Adj] (β : ℝ) :
    4 * β ^ 2 * (G.edgeFinset.card : ℝ) ≤ absEnergy (huckel_isHermitian G β) ^ 2 := by
  have h0 : (huckel G β).trace = 0 := by
    simp [huckel, Matrix.trace, SimpleGraph.adjMatrix_apply]
  -- closed two-step walks traverse each bond once from either end
  have hA : (G.adjMatrix ℂ * G.adjMatrix ℂ).trace = ((2 * G.edgeFinset.card : ℕ) : ℂ) := by
    rw [← G.sum_degrees_eq_twice_card_edges]
    simp only [Matrix.trace, Matrix.diag_apply, SimpleGraph.adjMatrix_mul_self_apply_self,
      Nat.cast_sum]
  have h2 : (huckel G β * huckel G β).trace =
      ((2 * β ^ 2 * (G.edgeFinset.card : ℝ) : ℝ) : ℂ) := by
    unfold huckel
    rw [Matrix.smul_mul, Matrix.mul_smul, trace_smul, trace_smul, hA]
    simp only [smul_eq_mul]
    push_cast
    ring
  have h := (two_trace_sq_le_absEnergy_sq (huckel_isHermitian G β) h0).1
  rw [h2, Complex.ofReal_re] at h
  linarith

end

end TracelessEnergyBound
```

```lean
#print axioms TracelessEnergyBound.two_trace_sq_le_absEnergy_sq
#print axioms TracelessEnergyBound.eq_iff_rank_le_two
#print axioms TracelessEnergyBound.huckel_energy_bound
```

```
'TracelessEnergyBound.two_trace_sq_le_absEnergy_sq' depends on axioms: [propext, Classical.choice, Quot.sound]
'TracelessEnergyBound.eq_iff_rank_le_two' depends on axioms: [propext, Classical.choice, Quot.sound]
'TracelessEnergyBound.huckel_energy_bound' depends on axioms: [propext, Classical.choice, Quot.sound]
```

## How the proof follows the derivation

**Nonnegative numbers.** `sq_sum_sub_sum_sq` is the identity for $S^2-\sum_i p_i^2$. In `sum_sq_le_sq_sum_and_eq_iff`, `hterm` records that each term is nonnegative, and the inequality follows by `linarith`. For equality, `Finset.sum_eq_zero_iff_of_nonneg` turns a vanishing sum into vanishing terms. `Finset.card_le_one` then expresses "at most one is positive" as "any two positive entries have the same label", and `h2` supplies $p_i+p_j\le S$ for different labels. In the converse direction, `Finset.sum_eq_single` collapses the total to its one positive entry.

**The gap.** `gap_identity` proves the three sign decompositions as `h1`, `h2` and `h3`, each by treating $e_i\ge0$ and $e_i\le0$ separately. The equality of the totals is `hPQ`, and `ring` finishes the algebra.

**From levels to traces.** `trace_sq_eq` takes the unitary matrix from the spectral theorem, cancels the inner $U^\dagger U$ and applies `trace_mul_cycle`. Before that, `generalize` replaces the eigenvalue function by a plain function `e`. This matters because the eigenvalues are defined in terms of `H`, and substituting the diagonalised form for `H` should not touch them. `sum_eigenvalues_eq_zero` carries the trace condition over from the complex to the real numbers.

**The main theorem.** `two_trace_sq_le_absEnergy_sq` applies the result on nonnegative numbers twice, to the positive and to the negative parts. The facts `fp` and `fq` identify the positive entries of these parts with the positive and negative levels. What remains is linear: two nonnegative excesses add up to half the gap, and `linarith` handles both the bound and the equality case.

**The rank criterion.** In `eq_iff_rank_le_two`, `hc` splits the count of nonzero levels by sign, while `hn` and `hp` state that neither sign can occur alone. The remaining question concerns two natural numbers, and `omega` settles it.

**The network.** `huckel_isHermitian` checks the matrix entry by entry, using the symmetry of adjacency. In `huckel_energy_bound`, `h0` is the vanishing trace, `hA` is the count of bonds from both ends, and `h2` inserts the factor $\beta^2$. The general inequality then gives $4\beta^2m$ on the left.
